# For \(N>0\), the Kerr coherence factor has modulus one exactly at phases \(2\pi k\)

A simulation of a Kerr oscillator in a truncated photon-number basis can be checked by comparing the modulus of its mean field \(\langle a\rangle\) with a closed formula. For a single lossless mode that starts in a coherent state of amplitude \(\alpha\), with Kerr energy \(\chi n(n-1)/2\) for \(n\) photons and \(\hbar=1\), the formula is

\[
|\langle a\rangle(t)| = |\alpha|\,e^{-|\alpha|^2(1-\cos\chi t)} .
\]

It says how finely the initial collapse must be sampled and when the signal must come back. Behind it stands the coherence factor

\[
C(N,\theta)=e^{-N}\sum_{n\ge 0}\frac{N^n e^{-in\theta}}{n!},\qquad |C(N,\theta)|=e^{-N(1-\cos\theta)},
\]

taken at mean photon number \(N=|\alpha|^2\) and phase \(\theta=\chi t\).

## A coherent state on a quadratic ladder

The physical assumptions sit in the definitions. The photon-number levels are \(E_n=\chi n(n-1)/2\), in the frame rotating at the bare frequency. Here \(\chi\) stands for the strength of the photon-photon interaction, which makes the level spacing depend on \(n\). The initial state has Poissonian photon statistics, and each amplitude only acquires a phase:

\[
c_n(t)=e^{-|\alpha|^2/2}\frac{\alpha^n}{\sqrt{n!}}\,e^{-iE_nt},\qquad
\langle a\rangle=\sum_{n\ge0}\overline{c_n}\,\sqrt{n+1}\;c_{n+1}.
\]

```lean
import Mathlib

open ComplexConjugate

namespace KerrRevival

noncomputable section

/-- The Kerr coherence factor `exp(-N) ∑ Nⁿ exp(-i n θ) / n!` for mean photon number `N`
and phase `θ`. -/
def coherenceFactor (N θ : ℝ) : ℂ :=
  (Real.exp (-N) : ℂ) *
    ∑' n : ℕ, (N : ℂ) ^ n * Complex.exp (-((n * θ : ℝ) : ℂ) * Complex.I) / (n.factorial : ℂ)

/-- The energy `χ n (n - 1) / 2` of the `n`-photon level of a Kerr oscillator, with `ħ = 1`,
in the frame rotating at the bare frequency. -/
def kerrEnergy (χ : ℝ) (n : ℕ) : ℝ := χ / 2 * (n * (n - 1))

/-- The `n`-photon amplitude at time `t` of a state that starts as the coherent state `α`
and evolves under the Kerr Hamiltonian. -/
def amplitude (α : ℂ) (χ t : ℝ) (n : ℕ) : ℂ :=
  ((Real.exp (-‖α‖ ^ 2 / 2) / √(n.factorial : ℝ) : ℝ) : ℂ) * α ^ n *
    Complex.exp (-((kerrEnergy χ n * t : ℝ) : ℂ) * Complex.I)

/-- The expectation value of the annihilation operator in the evolved state. -/
def meanField (α : ℂ) (χ t : ℝ) : ℂ :=
  ∑' n : ℕ, conj (amplitude α χ t n) * (√((n : ℝ) + 1) : ℂ) * amplitude α χ t (n + 1)
```

In the code, `coherenceFactor N θ` is \(C(N,\theta)\), `kerrEnergy χ n` is \(E_n\), `amplitude α χ t n` is \(c_n(t)\), and `meanField α χ t` is \(\langle a\rangle\). The sums run over all photon numbers, without truncation. The time evolution is written into the amplitudes; it is not derived from a Hamiltonian operator on a Hilbert space, and the mean field is likewise defined by its matrix elements. Photon loss and coupling to other modes are absent.

## Real photon number and real phase

The modulus formula needs only that \(N\) and \(\theta\) are real, which the type `ℝ` imposes. By hand, \(N^ne^{-in\theta}=(Ne^{-i\theta})^n\), so the sum is an exponential series and

\[
C(N,\theta)=e^{-N}\exp(Ne^{-i\theta})=\exp\!\big(N(e^{-i\theta}-1)\big).
\]

Since \(|e^z|=e^{\operatorname{Re}z}\), and the real part of the exponent is \(N(\cos\theta-1)\), the modulus follows. Reality enters in this last step. If \(\theta\) were replaced by \(\theta-ib\) with \(b>0\), the real part would be \(N(e^{-b}\cos\theta-1)\), and for \(N>0\) the modulus would stay below one at every \(\theta\).

```lean
/-- The series over photon numbers converges to `exp(N exp(-iθ))`. -/
theorem hasSum_photon_series (N θ : ℝ) :
    HasSum (fun n : ℕ => (N : ℂ) ^ n * Complex.exp (-((n * θ : ℝ) : ℂ) * Complex.I) /
      (n.factorial : ℂ)) (Complex.exp (N * Complex.exp (-(θ : ℂ) * Complex.I))) := by
  have h : ∀ z : ℂ, HasSum (fun n : ℕ => z ^ n / (n.factorial : ℂ)) (Complex.exp z) := by
    intro z
    rw [Complex.exp_eq_exp_ℂ]
    exact NormedSpace.expSeries_div_hasSum_exp z
  convert h (N * Complex.exp (-(θ : ℂ) * Complex.I)) using 1
  funext n
  rw [mul_pow, ← Complex.exp_nat_mul]
  congr 3
  push_cast
  ring

/-- The coherence factor has the closed form `exp(N (exp(-iθ) - 1))`. -/
theorem coherenceFactor_eq (N θ : ℝ) :
    coherenceFactor N θ = Complex.exp (N * (Complex.exp (-(θ : ℂ) * Complex.I) - 1)) := by
  rw [coherenceFactor, (hasSum_photon_series N θ).tsum_eq, Complex.ofReal_exp,
    ← Complex.exp_add]
  congr 1
  push_cast
  ring

/-- The modulus of the Kerr coherence factor is `exp(-N (1 - cos θ))`. -/
theorem norm_coherenceFactor (N θ : ℝ) :
    ‖coherenceFactor N θ‖ = Real.exp (-(N * (1 - Real.cos θ))) := by
  rw [coherenceFactor_eq, Complex.norm_exp]
  congr 1
  have h : (Complex.exp (-(θ : ℂ) * Complex.I)).re = Real.cos θ := by
    simp [Complex.exp_re]
  rw [Complex.re_ofReal_mul, Complex.sub_re, h, Complex.one_re]
  ring
```

`hasSum_photon_series` sums the series: `convert` matches it with the standard exponential series at \(Ne^{-i\theta}\), and the remaining lines identify the terms. `coherenceFactor_eq` combines the two exponentials. `norm_coherenceFactor` applies `Complex.norm_exp`, the Lean form of \(|e^z|=e^{\operatorname{Re}z}\), and `Complex.re_ofReal_mul` takes the real factor \(N\) out of the real part.

The proof turns on the predicate `HasSum f s`, which says that the finite partial sums of `f` tend to `s`. The symbol `∑'` in the definitions denotes only a value, and Mathlib sets that value to zero when a family is not summable, so an equation that gives `∑'` the value zero would not show convergence. `HasSum` shows it whatever the value, and `tsum_eq` then turns it into the equation for the value. Multiplication by a constant preserves `HasSum`, which lets the mean field below inherit its convergence from this one series.

## A positive mean photon number

The condition \(N>0\) says that the field contains photons. The modulus is one exactly when \(N(1-\cos\theta)=0\). With \(N>0\) the first factor can be divided out, leaving \(\cos\theta=1\), that is, \(\theta=2\pi k\) for an integer \(k\).

```lean
/-- For positive mean photon number the coherence factor has modulus one exactly when the
phase is an integer multiple of `2π`. -/
theorem norm_coherenceFactor_eq_one_iff {N : ℝ} (hN : 0 < N) (θ : ℝ) :
    ‖coherenceFactor N θ‖ = 1 ↔ ∃ k : ℤ, θ = k * (2 * Real.pi) := by
  rw [norm_coherenceFactor, Real.exp_eq_one_iff, neg_eq_zero, mul_eq_zero,
    or_iff_right hN.ne', sub_eq_zero, eq_comm, Real.cos_eq_one_iff]
  exact ⟨fun ⟨k, hk⟩ => ⟨k, hk.symm⟩, fun ⟨k, hk⟩ => ⟨k, hk.symm⟩⟩
```

The hypothesis `hN` enters once, through `or_iff_right hN.ne'`, which discards the alternative \(N=0\) in the vanishing product. `Real.cos_eq_one_iff` supplies the integer, and the last line only reverses the direction of an equation.

At \(N=0\) only the term \(n=0\) survives, the factor is one at every phase, and the equivalence fails. Negative \(N\) has no meaning as a photon number, although the argument by hand needs only \(N\neq0\).

## Phases within half a period of the revival

For large \(N\) the factor collapses between revivals. For \(N\ge0\) and \(|\theta|\le\pi\),

\[
e^{-N\theta^2/2}\;\le\;|C(N,\theta)|\;\le\;e^{-2N\theta^2/\pi^2}.
\]

The left bound comes from \(\cos\theta\ge1-\theta^2/2\), which holds for all real \(\theta\). For the right bound, write \(1-\cos\theta=2\sin^2(|\theta|/2)\). On \([0,\pi/2]\) the sine lies above its chord, \(\sin x\ge 2x/\pi\). With \(x=|\theta|/2\) this gives \(1-\cos\theta\ge2\theta^2/\pi^2\), and the restriction on \(\theta\) is what keeps \(x\) in the allowed interval.

```lean
/-- For phases between `-π` and `π` the modulus of the coherence factor lies between two
Gaussians in the phase, with exponents proportional to the mean photon number. -/
theorem gaussian_collapse {N θ : ℝ} (hN : 0 ≤ N) (hθ : |θ| ≤ Real.pi) :
    Real.exp (-(N * (θ ^ 2 / 2))) ≤ ‖coherenceFactor N θ‖ ∧
      ‖coherenceFactor N θ‖ ≤ Real.exp (-(N * (2 / Real.pi ^ 2 * θ ^ 2))) := by
  rw [norm_coherenceFactor]
  have h1 := Real.one_sub_sq_div_two_le_cos (x := θ)
  -- the sine lies above its chord on the first quarter period
  have h2 : Real.cos θ ≤ 1 - 2 / Real.pi ^ 2 * θ ^ 2 := by
    have hpi := Real.pi_pos
    have hs : 2 / Real.pi * (|θ| / 2) ≤ Real.sin (|θ| / 2) :=
      Real.mul_le_sin (by positivity) (by linarith)
    have h0 : 0 ≤ 2 / Real.pi * (|θ| / 2) := by positivity
    have hsq := pow_le_pow_left₀ h0 hs 2
    have hc : Real.cos θ = 1 - 2 * Real.sin (|θ| / 2) ^ 2 := by
      have hd := Real.cos_two_mul (|θ| / 2)
      rw [show 2 * (|θ| / 2) = |θ| by ring, Real.cos_abs] at hd
      linarith [Real.sin_sq_add_cos_sq (|θ| / 2)]
    have he : 2 * (2 / Real.pi * (|θ| / 2)) ^ 2 = 2 / Real.pi ^ 2 * θ ^ 2 := by
      rw [mul_pow, div_pow, div_pow, sq_abs]
      ring
    rw [hc, ← he]
    linarith
  constructor
  · exact Real.exp_le_exp.mpr (neg_le_neg (mul_le_mul_of_nonneg_left (by linarith) hN))
  · exact Real.exp_le_exp.mpr (neg_le_neg (mul_le_mul_of_nonneg_left (by linarith) hN))
```

In the proof, `hθ` is used when `Real.mul_le_sin` asks for \(|\theta|/2\le\pi/2\). The two cosine bounds are `h1` and `h2`. The hypothesis `hN` lets them be multiplied by \(N\) without reversing the inequalities, and monotonicity of the exponential finishes both halves.

For \(N>0\) the right bound fails at every phase with \(|\theta|>\pi\), because \(1-2\theta^2/\pi^2\) is then below \(-1\) while the cosine is not. At \(\theta=2\pi\) the modulus is back at one, but the Gaussian is \(e^{-8N}\). For negative \(N\) the exponents change sign and the inequalities reverse.

Put \(\theta=\chi t\) and \(N=|\alpha|^2\), with \(\chi\) and \(\alpha\) nonzero. The revival period is then \(2\pi/|\chi|\), and when \(|\alpha|\) is large the collapse takes a much shorter time, of order \(1/(|\alpha||\chi|)\). In this one-mode model, a semiclassical estimate that replaces the photon sum by a Gaussian integral over continuous \(n\) reproduces a Gaussian collapse but loses the revivals, which come from the integer values of \(n\).

## Level spacings proportional to \(n\)

The quadratic form of \(E_n\) does its work when the coherence factor is derived from the dynamics. Three parts of each term in \(\langle a\rangle\) combine separately:

\[
\frac{e^{-|\alpha|^2/2}}{\sqrt{n!}}\sqrt{n+1}\,\frac{e^{-|\alpha|^2/2}}{\sqrt{(n+1)!}}=\frac{e^{-|\alpha|^2}}{n!},
\qquad
\bar\alpha^n\alpha^{n+1}=\alpha|\alpha|^{2n},
\]

\[
E_{n+1}-E_n=\frac{\chi}{2}\big[(n+1)n-n(n-1)\big]=\chi n .
\]

The phases therefore combine to \(e^{-in\chi t}\), and summing over \(n\) gives \(\langle a\rangle=\alpha\,C(|\alpha|^2,\chi t)\).

```lean
/-- The normalisations of neighbouring photon-number amplitudes and the matrix element
`√(n + 1)` multiply to `exp(-x) / n!`. -/
theorem poisson_weight (x : ℝ) (n : ℕ) :
    Real.exp (-x / 2) / √(n.factorial : ℝ) * √((n : ℝ) + 1) *
      (Real.exp (-x / 2) / √((n + 1).factorial : ℝ)) = Real.exp (-x) / (n.factorial : ℝ) := by
  have gen : ∀ e s b : ℝ, s ≠ 0 → b ≠ 0 → e / b * s * (e / (s * b)) = e * e / (b * b) := by
    intro e s b hs hb
    field_simp
  have hn : (0 : ℝ) < (n : ℝ) + 1 := by positivity
  have hF : (0 : ℝ) < (n.factorial : ℝ) := Nat.cast_pos.mpr n.factorial_pos
  have hf : √((n + 1).factorial : ℝ) = √((n : ℝ) + 1) * √(n.factorial : ℝ) := by
    rw [Nat.factorial_succ, Nat.cast_mul, Nat.cast_add, Nat.cast_one, Real.sqrt_mul hn.le]
  rw [hf, gen _ _ _ (Real.sqrt_pos.mpr hn).ne' (Real.sqrt_pos.mpr hF).ne',
    Real.mul_self_sqrt hF.le, ← Real.exp_add, add_halves]

/-- The mean field of the evolved coherent state is `α` times the coherence factor with
`N = |α|²` and `θ = χ t`; the series defining it converges. -/
theorem hasSum_meanField (α : ℂ) (χ t : ℝ) :
    HasSum (fun n : ℕ => conj (amplitude α χ t n) * (√((n : ℝ) + 1) : ℂ) *
      amplitude α χ t (n + 1)) (α * coherenceFactor (‖α‖ ^ 2) (χ * t)) := by
  have alg : ∀ A s B p q u v E F R P : ℂ, A * s * B = E / F → p * q = α * R → u * v = P →
      A * p * u * s * (B * q * v) = α * E * (R * P / F) := by
    intro A s B p q u v E F R P h1 h2 h3
    calc A * p * u * s * (B * q * v) = (A * s * B) * (p * q) * (u * v) := by ring
      _ = α * E * (R * P / F) := by rw [h1, h2, h3]; ring
  have hterm : ∀ n : ℕ, conj (amplitude α χ t n) * (√((n : ℝ) + 1) : ℂ) *
      amplitude α χ t (n + 1) = α * (Real.exp (-‖α‖ ^ 2) : ℂ) *
        (((‖α‖ ^ 2 : ℝ) : ℂ) ^ n * Complex.exp (-((n * (χ * t) : ℝ) : ℂ) * Complex.I) /
          (n.factorial : ℂ)) := by
    intro n
    have h2 : conj α ^ n * α ^ (n + 1) = α * ((‖α‖ ^ 2 : ℝ) : ℂ) ^ n := by
      rw [Complex.ofReal_pow, ← Complex.conj_mul' α, mul_pow]
      ring
    -- neighbouring levels differ in energy by `χ n`
    have h3 : conj (Complex.exp (-((kerrEnergy χ n * t : ℝ) : ℂ) * Complex.I)) *
        Complex.exp (-((kerrEnergy χ (n + 1) * t : ℝ) : ℂ) * Complex.I) =
        Complex.exp (-((n * (χ * t) : ℝ) : ℂ) * Complex.I) := by
      rw [← Complex.exp_conj, ← Complex.exp_add, map_mul, map_neg, Complex.conj_ofReal,
        Complex.conj_I]
      congr 1
      simp only [kerrEnergy]
      push_cast
      ring
    unfold amplitude
    rw [map_mul, map_mul, map_pow, Complex.conj_ofReal]
    refine alg _ _ _ _ _ _ _ _ _ _ _ ?_ h2 h3
    rw [← Complex.ofReal_mul, ← Complex.ofReal_mul, poisson_weight, Complex.ofReal_div,
      Complex.ofReal_natCast]
  have hs := hasSum_photon_series (‖α‖ ^ 2) (χ * t)
  rw [coherenceFactor, hs.tsum_eq, ← mul_assoc]
  simp only [hterm]
  exact hs.mul_left (α * (Real.exp (-‖α‖ ^ 2) : ℂ))

/-- The modulus of the mean field at time `t` is `|α| exp(-|α|² (1 - cos χt))`. -/
theorem norm_meanField (α : ℂ) (χ t : ℝ) :
    ‖meanField α χ t‖ = ‖α‖ * Real.exp (-(‖α‖ ^ 2 * (1 - Real.cos (χ * t)))) := by
  rw [meanField, (hasSum_meanField α χ t).tsum_eq, norm_mul, norm_coherenceFactor]
```

`poisson_weight` is the first identity, using \(\sqrt{(n+1)!}=\sqrt{n+1}\,\sqrt{n!}\). In `hasSum_meanField`, `h2` is the identity for the powers of \(\alpha\), `h3` is the energy difference, and `alg` reorders the factors. The photon series is then multiplied by the constant \(\alpha e^{-|\alpha|^2}\). `norm_meanField` takes the modulus and holds for every complex \(\alpha\), including zero.

With an added cubic term in \(E_n\), the spacing would no longer be linear in \(n\), and at a general time the phases would not be powers of a single number. The exponential series would then be unavailable.

The same calculation gives a neighbouring result for \(\langle a^2\rangle\). Now \(E_{n+2}-E_n=\chi(2n+1)\), so

\[
\langle a^2\rangle=\alpha^2e^{-i\chi t}\,C(|\alpha|^2,2\chi t),\qquad
|\langle a^2\rangle|=|\alpha|^2e^{-|\alpha|^2(1-\cos2\chi t)} .
\]

At \(\chi t=\pi\) this second moment has recovered its full modulus, while \(|\langle a\rangle|\) is reduced by the factor \(e^{-2|\alpha|^2}\).

## An initial state other than the vacuum

The last theorem concerns the state itself. For \(\alpha\neq0\), all amplitudes return to their initial values exactly when \(\chi t=2\pi k\) for an integer \(k\).

Suppose first that the amplitudes have returned. Then the mean field has its initial modulus, so \(|\alpha|e^{-|\alpha|^2(1-\cos\chi t)}=|\alpha|\). Dividing by \(|\alpha|\) shows that the coherence factor has modulus one, and since \(|\alpha|^2>0\) the phase is a multiple of \(2\pi\).

Conversely, let \(\chi t=2\pi k\). The product \(n(n-1)\) is even, say \(2m\), so \(E_nt=\chi t\,m=2\pi km\), and every phase factor is one.

```lean
/-- For a coherent state other than the vacuum, all photon-number amplitudes return to their
initial values exactly when `χ t` is an integer multiple of `2π`. -/
theorem state_revival_iff {α : ℂ} (hα : α ≠ 0) (χ t : ℝ) :
    (∀ n, amplitude α χ t n = amplitude α χ 0 n) ↔ ∃ k : ℤ, χ * t = k * (2 * Real.pi) := by
  constructor
  · intro h
    -- a revived state has its initial mean field, so the coherence factor has modulus one
    have hm : ‖meanField α χ t‖ = ‖meanField α χ 0‖ := by
      simp only [meanField, h]
    rw [norm_meanField, norm_meanField] at hm
    have he := mul_left_cancel₀ (norm_ne_zero_iff.mpr hα) hm
    have hN : 0 < ‖α‖ ^ 2 := pow_pos (norm_pos_iff.mpr hα) 2
    apply (norm_coherenceFactor_eq_one_iff hN (χ * t)).mp
    rw [norm_coherenceFactor, he]
    simp
  · rintro ⟨k, hk⟩ n
    -- `n (n - 1)` is even, so every level phase is a multiple of `2π`
    have hpar : ∃ m : ℤ, (n : ℝ) * (n - 1) = 2 * m := by
      induction n with
      | zero => exact ⟨0, by simp⟩
      | succ n ih =>
        obtain ⟨m, hm⟩ := ih
        refine ⟨m + n, ?_⟩
        push_cast
        linear_combination hm
    obtain ⟨m, hm⟩ := hpar
    have hE : kerrEnergy χ n * t = m * k * (2 * Real.pi) := by
      unfold kerrEnergy
      linear_combination (χ * t / 2) * hm + (m : ℝ) * hk
    have hp : Complex.exp (-((kerrEnergy χ n * t : ℝ) : ℂ) * Complex.I) = 1 := by
      rw [Complex.exp_eq_one_iff]
      refine ⟨-(m * k), ?_⟩
      rw [hE]
      push_cast
      ring
    unfold amplitude
    rw [hp]
    simp

end

end KerrRevival
```

The hypothesis `hα` acts only in the first direction, once to cancel \(|\alpha|\) and once to provide the positive photon number. In the second direction, `hpar` proves evenness by induction: raising \(n\) by one adds \(2n\) to the product, so \(m\) becomes \(m+n\). `Complex.exp_eq_one_iff` then turns the integer multiple of \(2\pi\) into a phase factor of one.

Without `hα` the equivalence can fail. The vacuum has the single amplitude \(c_0=1\) with \(E_0=0\), so it is unchanged at all times, whatever the value of \(\chi t\).

The return is an equality of amplitudes in the rotating frame. In the laboratory frame the bare frequency \(\omega\) adds a phase \(e^{-i\omega nt}\) to each \(c_n\). This leaves \(|\langle a\rangle|\) unchanged, but at \(\chi t=2\pi k\) the state is then a coherent state with the rotated amplitude \(\alpha e^{-i\omega t}\), which in general differs from \(\alpha\).

```lean
#print axioms KerrRevival.norm_coherenceFactor_eq_one_iff
-- 'KerrRevival.norm_coherenceFactor_eq_one_iff' depends on axioms: [propext, Classical.choice, Quot.sound]
#print axioms KerrRevival.gaussian_collapse
-- 'KerrRevival.gaussian_collapse' depends on axioms: [propext, Classical.choice, Quot.sound]
#print axioms KerrRevival.state_revival_iff
-- 'KerrRevival.state_revival_iff' depends on axioms: [propext, Classical.choice, Quot.sound]
```
